# How the small-k structure factor sets the size scaling of the omitted Coulomb energy

Let S be continuous on [0,∞), let c > 0, and suppose S(k)/k^p → a as k → 0+ for a natural number p. Then, as N → ∞,

N^((p+1)/3) ∫₀^{cN^(-1/3)} S(k) dk → a c^(p+1)/(p+1).

For a ≠ 0 the integral therefore falls off as N^(-2/3) when S is linear at small k, and as 1/N when S is quadratic.

## The gap around k = 0

A periodic cell of N electrons samples the structure factor S(k) only at reciprocal-lattice vectors, and the Coulomb sum omits k = 0. At fixed density and cell shape the spacing of these vectors shrinks as N^(-1/3), so the omitted region is modelled by a sphere of radius q = cN^(-1/3). The constant c carries the density and the size assigned to the gap.

In Hartree units, the part of the potential energy per electron that contains S and is lost in this sphere is

½ ∫₀^q [4πk²/(2π)³] (4π/k²) S(k) dk = (1/π) ∫₀^q S(k) dk.

The factors k² cancel, leaving ½ · 2/π = 1/π.

## From small k to large N

Fix ε > 0. For all sufficiently small q, every k in (0,q] satisfies

|S(k) − a k^p| ≤ (ε/2) k^p.

Integration gives

|∫₀^q S dk − a q^(p+1)/(p+1)| ≤ (ε/2) q^(p+1)/(p+1).

Dividing by q^(p+1) shows that ∫₀^q S dk / q^(p+1) → a/(p+1). Now put q = cN^(-1/3). Since

N^((p+1)/3) q^(p+1) = c^(p+1),

the law follows. The missing energy, multiplied by the same power of N, tends to this limit divided by π.

The limit hypothesis does real work. Take S(k) = k with p = 2: S(k)/k² diverges, and N ∫₀^q k dk = c²N^(1/3)/2 diverges too.

## Exchange and plasmon cases

For the unpolarised uniform electron gas with Fermi wave number kF, the Hartree-Fock structure factor is 3k/(4kF) − k³/(16kF³) up to 2kF, and 1 beyond. Here p = 1 and a = 3/(4kF), so

N^(2/3) · missing energy → 3c²/(8πkF).

The correlated model puts all density fluctuations into one mode, with S(k) = k²/(2ω(k)) and ω(k)² = ωp² + k⁴/4, where ωp is the plasma frequency. Here p = 2 and a = 1/(2ωp), so

N · missing energy → c³/(6πωp).

## The correction in a Monte Carlo run

Consider a uniform electron gas in a cell of volume V, with its Coulomb energy computed by the periodic (Ewald) sum that omits k = 0. Give the sphere the volume of one reciprocal-lattice cell, (2π)³/V. With density n = N/V this means c³ = 6π²n, and ωp² = 4πn turns the plasmon result into a leading correction

ωp/(4N)

which, within the single-mode model, is to be added to the potential energy per electron. This last evaluation is done by hand and is not in the Lean file.

## Reading the Lean statement

In `finite_size_law`, `ContinuousOn S (Ici 0)` is continuity on [0,∞), `𝓝[>] 0` is the approach to zero from above, and `atTop` is N → ∞. The cutoff is `excludedRadius c N`, and `missingEnergy` is the radial Coulomb integral above.

S is isotropic and does not change with N. Both structure factors are definitions, not derived from a Hamiltonian. The theorems concern the omitted sphere alone: they do not bound the error of replacing the remaining lattice sum by an integral, and they leave out the kinetic energy.

```lean
import Mathlib

open Filter Set
open scoped Topology Real

namespace ElectronGasFiniteSize

noncomputable section

/-- Radius `c N^(-1/3)` of the sphere around `k = 0` that is left out in a cell of
`N` electrons at fixed density, for `N ≥ 1`. -/
def excludedRadius (c : ℝ) (N : ℕ) : ℝ := c * (N : ℝ) ^ (-(1 / 3 : ℝ))

/-- Half the integral of the Coulomb kernel `4π/k²` times `S(k)` over the sphere `0 < k ≤ q`,
with measure `d³k/(2π)³` written in radial form (Hartree atomic units, `q ≥ 0`). -/
def missingEnergy (S : ℝ → ℝ) (q : ℝ) : ℝ :=
  1 / 2 * ∫ k in (0 : ℝ)..q, 4 * π * k ^ 2 / (2 * π) ^ 3 * (4 * π / k ^ 2) * S k

/-- Hartree-Fock structure factor of the unpolarised electron gas with Fermi wave number
`kF > 0`, for `k ≥ 0`. -/
def hartreeFockS (kF k : ℝ) : ℝ :=
  if k ≤ 2 * kF then 3 * k / (4 * kF) - k ^ 3 / (16 * kF ^ 3) else 1

/-- Single-mode structure factor `k²/(2ω(k))` with the dispersion `ω(k)² = ωp² + k⁴/4`,
for plasma frequency `ωp > 0`. -/
def plasmonS (ωp k : ℝ) : ℝ := k ^ 2 / (2 * √(ωp ^ 2 + k ^ 4 / 4))

/-- If `S(k)` differs from `a k^p` by at most `ε k^p` up to `q`, its integral up to `q`
differs from `a q^(p+1)/(p+1)` by at most `ε q^(p+1)/(p+1)`. -/
theorem abs_integral_sub_le {S : ℝ → ℝ} {a ε q : ℝ} {p : ℕ}
    (hS : ContinuousOn S (Ici 0)) (hq : 0 ≤ q)
    (h : ∀ k ∈ Ioc 0 q, |S k - a * k ^ p| ≤ ε * k ^ p) :
    |(∫ k in (0 : ℝ)..q, S k) - a * q ^ (p + 1) / (p + 1)| ≤ ε * q ^ (p + 1) / (p + 1) := by
  have hpow : ∀ b : ℝ, ∫ k in (0 : ℝ)..q, b * k ^ p = b * q ^ (p + 1) / (p + 1) := by
    intro b
    rw [intervalIntegral.integral_const_mul, integral_pow, zero_pow (by omega : p + 1 ≠ 0)]
    ring
  have hSi : IntervalIntegrable S MeasureTheory.volume 0 q :=
    (hS.mono (by rw [uIcc_of_le hq]; exact Icc_subset_Ici_self)).intervalIntegrable
  have hpi : ∀ b : ℝ, IntervalIntegrable (fun k : ℝ => b * k ^ p) MeasureTheory.volume 0 q :=
    fun b => (by fun_prop : Continuous fun k : ℝ => b * k ^ p).intervalIntegrable 0 q
  rw [← hpow a, ← hpow ε, ← intervalIntegral.integral_sub hSi (hpi a), ← Real.norm_eq_abs]
  exact intervalIntegral.norm_integral_le_of_norm_le hq
    (Eventually.of_forall fun k hk => h k hk) (hpi ε)

/-- If `S(k)/k^p` tends to `a` at small `k`, the integral of `S` up to `q`, divided by
`q^(p+1)`, tends to `a/(p+1)` as `q` shrinks to zero. -/
theorem tendsto_integral_div_pow {S : ℝ → ℝ} {a : ℝ} {p : ℕ}
    (hS : ContinuousOn S (Ici 0)) (h : Tendsto (fun k => S k / k ^ p) (𝓝[>] 0) (𝓝 a)) :
    Tendsto (fun q => (∫ k in (0 : ℝ)..q, S k) / q ^ (p + 1)) (𝓝[>] 0)
      (𝓝 (a / (p + 1))) := by
  rw [Metric.tendsto_nhdsWithin_nhds] at h ⊢
  intro ε hε
  obtain ⟨δ, hδ, H⟩ := h (ε / 2) (half_pos hε)
  refine ⟨δ, hδ, ?_⟩
  intro q hq hqδ
  have hq0 : 0 < q := hq
  rw [Real.dist_eq, sub_zero, abs_of_pos hq0] at hqδ
  -- the small-k law holds with relative tolerance ε/2 on the whole interval
  have hb : ∀ k ∈ Ioc 0 q, |S k - a * k ^ p| ≤ ε / 2 * k ^ p := by
    intro k hk
    have hkp : 0 < k ^ p := pow_pos hk.1 p
    have h1 := @H k hk.1 (by
      rw [Real.dist_eq, sub_zero, abs_of_pos hk.1]; exact hk.2.trans_lt hqδ)
    rw [Real.dist_eq] at h1
    have e : S k - a * k ^ p = (S k / k ^ p - a) * k ^ p := by
      rw [sub_mul, div_mul_cancel₀ _ hkp.ne']
    rw [e, abs_mul, abs_of_pos hkp]
    exact mul_le_mul_of_nonneg_right h1.le hkp.le
  have key := abs_integral_sub_le hS hq0.le hb
  have hQ : 0 < q ^ (p + 1) := pow_pos hq0 _
  have e : (∫ k in (0 : ℝ)..q, S k) / q ^ (p + 1) - a / (p + 1)
      = ((∫ k in (0 : ℝ)..q, S k) - a * q ^ (p + 1) / (p + 1)) / q ^ (p + 1) := by
    rw [eq_div_iff hQ.ne', sub_mul, div_mul_cancel₀ _ hQ.ne']
    ring
  rw [Real.dist_eq, e, abs_div, abs_of_pos hQ, div_lt_iff₀ hQ]
  calc _ ≤ ε / 2 * q ^ (p + 1) / (p + 1) := key
    _ ≤ ε / 2 * q ^ (p + 1) :=
        div_le_self (by positivity) (by linarith [(Nat.cast_nonneg p : (0 : ℝ) ≤ p)])
    _ < ε * q ^ (p + 1) := by nlinarith [mul_pos hε hQ]

/-- The excluded radius tends to zero through positive values as the cell grows. -/
theorem tendsto_excludedRadius {c : ℝ} (hc : 0 < c) :
    Tendsto (excludedRadius c) atTop (𝓝[>] 0) := by
  refine tendsto_nhdsWithin_iff.2 ⟨?_, ?_⟩
  · have h := ((tendsto_rpow_neg_atTop (show (0 : ℝ) < 1 / 3 by norm_num)).comp
      tendsto_natCast_atTop_atTop).const_mul c
    rw [mul_zero] at h
    exact h
  · filter_upwards [eventually_gt_atTop 0] with N hN
    have hN' : (0 : ℝ) < N := by exact_mod_cast hN
    exact mul_pos hc (Real.rpow_pos_of_pos hN' _)

/-- Finite-size law: if `S(k)/k^p` tends to `a` at small `k`, then `N^((p+1)/3)` times the
integral of `S` up to `c N^(-1/3)` tends to `a c^(p+1)/(p+1)`. -/
theorem finite_size_law {S : ℝ → ℝ} {a c : ℝ} {p : ℕ} (hc : 0 < c)
    (hS : ContinuousOn S (Ici 0)) (h : Tendsto (fun k => S k / k ^ p) (𝓝[>] 0) (𝓝 a)) :
    Tendsto (fun N : ℕ => (N : ℝ) ^ (((p : ℝ) + 1) / 3) *
      ∫ k in (0 : ℝ)..excludedRadius c N, S k) atTop (𝓝 (a * c ^ (p + 1) / (p + 1))) := by
  have h2 := ((tendsto_integral_div_pow hS h).comp (tendsto_excludedRadius hc)).const_mul
    (c ^ (p + 1))
  have e : c ^ (p + 1) * (a / ((p : ℝ) + 1)) = a * c ^ (p + 1) / (p + 1) := by ring
  rw [e] at h2
  refine h2.congr' ?_
  filter_upwards [eventually_gt_atTop 0] with N hN
  have hN' : (0 : ℝ) < N := by exact_mod_cast hN
  -- the power of N cancels the power of the radius
  have hr : (N : ℝ) ^ (((p : ℝ) + 1) / 3) * excludedRadius c N ^ (p + 1) = c ^ (p + 1) := by
    have h1 : ((N : ℝ) ^ (-(1 / 3 : ℝ))) ^ (p + 1) = (N : ℝ) ^ (-(((p : ℝ) + 1) / 3)) := by
      rw [← Real.rpow_natCast, ← Real.rpow_mul hN'.le]
      congr 1
      push_cast
      ring
    rw [excludedRadius, mul_pow, h1, Real.rpow_neg hN'.le, mul_left_comm,
      mul_inv_cancel₀ (Real.rpow_pos_of_pos hN' _).ne', mul_one]
  have hQ : excludedRadius c N ^ (p + 1) ≠ 0 := by
    intro h0
    rw [h0, mul_zero] at hr
    exact (pow_pos hc _).ne hr
  show c ^ (p + 1) * ((∫ k in (0 : ℝ)..excludedRadius c N, S k) /
    excludedRadius c N ^ (p + 1)) = _
  rw [← hr, mul_assoc, mul_div_assoc', mul_div_cancel_left₀ _ hQ]

/-- The Coulomb kernel cancels the volume element: the missing energy is `1/π` times the
plain integral of the structure factor. -/
theorem missingEnergy_eq (S : ℝ → ℝ) {q : ℝ} (hq : 0 ≤ q) :
    missingEnergy S q = 1 / π * ∫ k in (0 : ℝ)..q, S k := by
  have h : ∫ k in (0 : ℝ)..q, 4 * π * k ^ 2 / (2 * π) ^ 3 * (4 * π / k ^ 2) * S k
      = ∫ k in (0 : ℝ)..q, 2 / π * S k := by
    refine intervalIntegral.integral_congr_ae (Eventually.of_forall fun k hk => ?_)
    rw [uIoc_of_le hq] at hk
    have hk0 : k ≠ 0 := hk.1.ne'
    have hπ : π ≠ 0 := Real.pi_ne_zero
    have e : 4 * π * k ^ 2 / (2 * π) ^ 3 * (4 * π / k ^ 2) = 2 / π := by
      rw [div_mul_div_comm, div_eq_div_iff (by positivity) hπ]
      ring
    rw [e]
  rw [missingEnergy, h, intervalIntegral.integral_const_mul]
  ring

/-- If `S(k)/k^p` tends to `a` at small `k`, the missing energy times `N^((p+1)/3)` tends to
`a c^(p+1)/((p+1)π)`. -/
theorem missingEnergy_law {S : ℝ → ℝ} {a c : ℝ} {p : ℕ} (hc : 0 < c)
    (hS : ContinuousOn S (Ici 0)) (h : Tendsto (fun k => S k / k ^ p) (𝓝[>] 0) (𝓝 a)) :
    Tendsto (fun N : ℕ => (N : ℝ) ^ (((p : ℝ) + 1) / 3) *
      missingEnergy S (excludedRadius c N)) atTop (𝓝 (a * c ^ (p + 1) / (p + 1) / π)) := by
  refine ((finite_size_law hc hS h).div_const π).congr fun N => ?_
  have hr : 0 ≤ excludedRadius c N :=
    mul_nonneg hc.le (Real.rpow_nonneg (Nat.cast_nonneg N) _)
  rw [missingEnergy_eq S hr]
  ring

/-- With the Hartree-Fock structure factor, the missing energy times `N^(2/3)` tends to
`3c²/(8π kF)`. -/
theorem hartreeFock_error {kF c : ℝ} (hk : 0 < kF) (hc : 0 < c) :
    Tendsto (fun N : ℕ => (N : ℝ) ^ (2 / 3 : ℝ) *
      missingEnergy (hartreeFockS kF) (excludedRadius c N)) atTop
      (𝓝 (3 * c ^ 2 / (8 * π * kF))) := by
  -- the two branches meet at k = 2 kF
  have hS : Continuous (hartreeFockS kF) := by
    refine Continuous.if_le (by fun_prop) continuous_const continuous_id continuous_const ?_
    intro k hk2
    have hk3 : k = 2 * kF := hk2
    rw [hk3]
    field_simp
    norm_num
  have hcont : Continuous fun k : ℝ => 3 / (4 * kF) - k ^ 2 / (16 * kF ^ 3) := by fun_prop
  have hlim : Tendsto (fun k => hartreeFockS kF k / k ^ 1) (𝓝[>] 0) (𝓝 (3 / (4 * kF))) := by
    refine ((hcont.tendsto' 0 (3 / (4 * kF)) (by simp)).mono_left nhdsWithin_le_nhds).congr' ?_
    filter_upwards [Ioo_mem_nhdsGT (show (0 : ℝ) < 2 * kF by positivity)] with k hk2
    rw [hartreeFockS, if_pos hk2.2.le, pow_one, eq_div_iff hk2.1.ne']
    ring
  have h := missingEnergy_law hc hS.continuousOn hlim
  have e1 : (((1 : ℕ) : ℝ) + 1) / 3 = 2 / 3 := by norm_num
  have e2 : 3 / (4 * kF) * c ^ (1 + 1) / (((1 : ℕ) : ℝ) + 1) / π
      = 3 * c ^ 2 / (8 * π * kF) := by
    push_cast
    ring
  rw [e1, e2] at h
  exact h

/-- With the single-mode plasmon structure factor, the missing energy times `N` tends to
`c³/(6π ωp)`. -/
theorem plasmon_error {ωp c : ℝ} (hω : 0 < ωp) (hc : 0 < c) :
    Tendsto (fun N : ℕ => (N : ℝ) * missingEnergy (plasmonS ωp) (excludedRadius c N)) atTop
      (𝓝 (c ^ 3 / (6 * π * ωp))) := by
  have hne : ∀ k : ℝ, 2 * √(ωp ^ 2 + k ^ 4 / 4) ≠ 0 := fun k => by positivity
  have hden : Continuous fun k : ℝ => 2 * √(ωp ^ 2 + k ^ 4 / 4) := by fun_prop
  have hS : Continuous (plasmonS ωp) := (continuous_pow 2).div hden hne
  have hcont : Continuous fun k : ℝ => 1 / (2 * √(ωp ^ 2 + k ^ 4 / 4)) :=
    continuous_const.div hden hne
  have hlim : Tendsto (fun k => plasmonS ωp k / k ^ 2) (𝓝[>] 0) (𝓝 (1 / (2 * ωp))) := by
    refine ((hcont.tendsto' 0 (1 / (2 * ωp)) (by simp [Real.sqrt_sq hω.le])).mono_left
      nhdsWithin_le_nhds).congr' ?_
    filter_upwards [self_mem_nhdsWithin] with k hk
    have hk0 : 0 < k := hk
    rw [plasmonS, eq_div_iff (pow_pos hk0 2).ne']
    ring
  have h := missingEnergy_law hc hS.continuousOn hlim
  have e1 : (((2 : ℕ) : ℝ) + 1) / 3 = 1 := by norm_num
  have e2 : 1 / (2 * ωp) * c ^ (2 + 1) / (((2 : ℕ) : ℝ) + 1) / π = c ^ 3 / (6 * π * ωp) := by
    have e3 : ((2 : ℕ) : ℝ) + 1 = 3 := by norm_num
    rw [e3]
    ring
  rw [e1, e2] at h
  simpa only [Real.rpow_one] using h

end

end ElectronGasFiniteSize
```

```lean
#print axioms ElectronGasFiniteSize.missingEnergy_eq
-- 'ElectronGasFiniteSize.missingEnergy_eq' depends on axioms: [propext, Classical.choice, Quot.sound]
#print axioms ElectronGasFiniteSize.hartreeFock_error
-- 'ElectronGasFiniteSize.hartreeFock_error' depends on axioms: [propext, Classical.choice, Quot.sound]
#print axioms ElectronGasFiniteSize.plasmon_error
-- 'ElectronGasFiniteSize.plasmon_error' depends on axioms: [propext, Classical.choice, Quot.sound]
```

## How the proof follows the derivation

`abs_integral_sub_le` integrates the pointwise bound, using `intervalIntegral.norm_integral_le_of_norm_le`. `tendsto_integral_div_pow` obtains that bound from the limit with tolerance ε/2, which leaves room for the strict inequality at the end.

`tendsto_excludedRadius` shows that the radius tends to zero and is positive for N > 0. `finite_size_law` composes the two limits; its inner fact `hr` is the cancellation of powers of N.

`missingEnergy_eq` cancels k² under the integral, where k > 0. `missingEnergy_law` then divides the main law by π.

The two examples only have to supply continuity and the small-k limit. For `hartreeFock_error`, `Continuous.if_le` requires the branches to agree at 2kF, where both equal 1. For `plasmon_error`, the denominator never vanishes because ωp > 0, and S(k)/k² extends continuously to k = 0 with the value 1/(2ωp).
